# For I = J = 3/2, the M = 1 block of I·J + J_z has a characteristic polynomial irreducible over ℚ

## Spins, units and the field parameter

A nucleus with spin I = 3/2 is coupled to an electronic level with angular momentum J = 3/2 in a static magnetic field along z. Angular momenta are in units of ħ. With the magnetic-dipole hyperfine interaction and the electronic Zeeman term, the Hamiltonian is

A I·J + g_J μ_B B J_z,

where A ≠ 0 is the hyperfine constant, g_J the electronic g-factor, μ_B the Bohr magneton and B the field. Division by A gives

H(b) = I·J + b J_z, b = g_J μ_B B / A.

All energies below are in units of A. The value b = 1 is the field at which the Zeeman coefficient g_J μ_B B equals the hyperfine constant, so that neither term is a small perturbation.

The model keeps a single J level. It leaves out the nuclear Zeeman term, the electric-quadrupole hyperfine interaction, which spins of this size allow, and mixing with other J levels.

Each spin has the basis m = 3/2, 1/2, −1/2, −3/2, numbered k = 0, 1, 2, 3, so that m = 3/2 − k. The raising operator S₊ has the matrix elements √3, 2, √3 between neighbouring states, S₋ is its transpose, and

I·J = I_z J_z + (I₊J₋ + I₋J₊)/2.

## The three states with M = 1

H(b) conserves M = m_I + m_J. Three product states |m_I, m_J⟩ have M = 1:

|−1/2, 3/2⟩, |1/2, 1/2⟩, |3/2, −1/2⟩.

The products m_I m_J are −3/4, 1/4 and −3/4, and the Zeeman term adds b m_J. Neighbouring states are coupled by half of 2·√3, which is √3. Written row by row, the block is

[−3/4 + 3b/2, √3, 0; √3, 1/4 + b/2, √3; 0, √3, −3/4 − b/2],

and at b = 1 it becomes

[3/4, √3, 0; √3, 3/4, √3; 0, √3, −5/4].

## What the theorems say about the levels

When J = 1/2, no block is larger than 2×2, and the Breit–Rabi formula gives the levels as p ± √r. In the present units p and r are rational whenever b is. The theorems show that this form fails for the M = 1 levels at b = 1.

- `charpoly_rational_irreducible`: the characteristic polynomial of the block is x³ − x²/4 − 117x/16 − 51/64, and this cubic is irreducible over ℚ.
- `eigenvalue_minpoly`: this cubic is the minimal polynomial over ℚ of every eigenvalue E.
- `eigenvalue_not_quadratic`: no nonzero rational polynomial of degree at most two vanishes at E.
- `eigenvalue_not_breit_rabi`: (E − p)² = r holds for no rational p and r.

In Lean, `spinZ` and `spinUp` are the 4×4 matrices above. `hamiltonian b` acts on the index set `Fin 4 × Fin 4` through Kronecker products, with the nucleus as first factor. `states` lists the M = 1 states as index pairs (2, 0), (1, 1), (0, 2), and `block b` is the corresponding submatrix. The block has real entries, some of them irrational, while `secular` is a polynomial over ℚ; the first theorem therefore compares the characteristic polynomial with the image of `secular` in the real polynomials. An eigenvalue is a real number `E` together with a nonzero real vector `v` satisfying `block 1 *ᵥ v = E • v`. Real numbers suffice because the block is real and symmetric.

The word "rational" carries weight here. Cubic equations have solution formulas with cube roots or trigonometric functions, and the theorems do not exclude those. For this one-level model, they mean that no M = 1 level at b = 1 can be written exactly with rational arithmetic and one square root of a rational number, which suffice for each level at rational b when J = 1/2.

## From the determinant to a cubic

Let d₁ = x − 3/4, d₂ = x − 3/4 and d₃ = x + 5/4 be the diagonal entries of x − H in the block at b = 1. The determinant of this tridiagonal matrix is

d₁d₂d₃ − 3(d₁ + d₃).

The couplings enter only through (√3)² = 3, which is why the coefficients are rational. The two parts are

d₁d₂d₃ = x³ − x²/4 − 21x/16 + 45/64,

3(d₁ + d₃) = 6x + 3/2,

and their difference is

x³ − x²/4 − 117x/16 − 51/64.

## No rational root, by arithmetic modulo 5

Multiply the cubic by 64 and set y = 4x. A root x then satisfies

y³ − y² − 117y − 51 = 0.

Suppose that y = n/d is rational and in lowest terms. Clearing denominators gives

n³ − n²d − 117nd² − 51d³ = 0.

Since 117 ≡ 2 and 51 ≡ 1 modulo 5, this implies

n³ − n²d − 2nd² − d³ ≡ 0 (mod 5).

If 5 does not divide d, then t = n/d makes sense modulo 5 and satisfies t³ − t² − 2t − 1 ≡ 0. For t = 0, 1, 2, 3, 4 the left side is 4, 2, 4, 1, 4 modulo 5, never 0. So 5 divides d, the congruence reduces to n³ ≡ 0, and 5 divides n too. This contradicts lowest terms.

If a cubic over ℚ factors into polynomials of lower positive degree, one factor is linear and supplies a rational root. The cubic is therefore irreducible.

## From irreducibility to the missing square root

If Hv = Ev within the block and v ≠ 0, then det(H − E) = 0, so E is a root of the cubic. The minimal polynomial of E over ℚ divides the cubic. Since the cubic is irreducible and both polynomials are monic, they are equal.

Any rational polynomial Q with Q(E) = 0 is a multiple of this minimal polynomial. If Q is nonzero, its degree is at least three. An eigenvalue E = p ± √r with rational p and r would be a root of

x² − 2px + p² − r,

which has degree two, so there is no such eigenvalue.

## Zero magnetic field, the M = 2 block and other values of b

At b = 0 the M = 1 cubic factors completely. Its roots are 9/4, −3/4 and −11/4, the zero-field energies for total angular momentum F = 3, 2 and 1. Irreducibility over ℚ thus depends on the value of b and not on the block size alone.

The smallest blocks with a coupling have M = 2 and M = −2. The M = 2 block is 2×2, with diagonal entries 3/4 + 3b/2 and 3/4 + b/2 and coupling 3/2, so its levels are

3/4 + b ± √(b² + 9)/2.

At b = 1 they are 7/4 ± √(5/2), which is of the Breit–Rabi form. The same spins in the same field therefore have levels of both kinds.

The argument modulo 5 also carries over to some other values of b. For general b, the equation for y = 4x is

(y + 3 − 6b)(y − 1 − 2b)(y + 3 + 2b) − 48(2y + 6 − 4b) = 0.

For an integer b that leaves remainder 1 on division by 5, such as b = 6 or b = 11, the coefficients agree modulo 5 with those at b = 1, and the same contradiction follows. The observations under this heading are derived by hand and are not among the theorems in the file.

## The Lean file

```lean
import Mathlib

open Matrix Polynomial
open scoped Kronecker

namespace HyperfineCubicBlock

noncomputable section

/-- The spin-3/2 operator `S_z` in the basis `m = 3/2, 1/2, -1/2, -3/2`. -/
def spinZ : Matrix (Fin 4) (Fin 4) ℝ :=
  !![3/2, 0, 0, 0; 0, 1/2, 0, 0; 0, 0, -1/2, 0; 0, 0, 0, -3/2]

/-- The spin-3/2 raising operator `S_+` in the same basis; its transpose is `S_-`. -/
def spinUp : Matrix (Fin 4) (Fin 4) ℝ :=
  !![0, √3, 0, 0; 0, 0, 2, 0; 0, 0, 0, √3; 0, 0, 0, 0]

/-- The Hamiltonian `I·J + b J_z` for `I = J = 3/2`; the first factor is the nucleus,
the second the electrons. -/
def hamiltonian (b : ℝ) : Matrix (Fin 4 × Fin 4) (Fin 4 × Fin 4) ℝ :=
  spinZ ⊗ₖ spinZ + (1/2 : ℝ) • (spinUp ⊗ₖ spinUpᵀ + spinUpᵀ ⊗ₖ spinUp)
    + b • ((1 : Matrix (Fin 4) (Fin 4) ℝ) ⊗ₖ spinZ)

/-- The product states with `m_I + m_J = 1`, in the order `m_J = 3/2, 1/2, -1/2`. -/
def states : Fin 3 → Fin 4 × Fin 4 := ![(2, 0), (1, 1), (0, 2)]

/-- The `M = 1` block of the Hamiltonian. -/
def block (b : ℝ) : Matrix (Fin 3) (Fin 3) ℝ := (hamiltonian b).submatrix states states

/-- The rational cubic `x³ - x²/4 - 117x/16 - 51/64`. -/
def secular : ℚ[X] := X ^ 3 - C (1/4) * X ^ 2 - C (117/16) * X - C (51/64)

/-- The spin matrices obey `[S_+, S_-] = 2 S_z` and `[S_z, S_+] = S_+`. -/
theorem spin_commutation :
    spinUp * spinUpᵀ - spinUpᵀ * spinUp = (2 : ℝ) • spinZ ∧
      spinZ * spinUp - spinUp * spinZ = spinUp := by
  constructor
  · ext i j
    -- expand the products into entries before inserting the explicit matrices
    simp only [Matrix.sub_apply, Matrix.smul_apply, Matrix.mul_apply,
      Matrix.transpose_apply, Fin.sum_univ_four]
    fin_cases i <;> fin_cases j <;> simp [spinZ, spinUp] <;> norm_num
  · ext i j
    fin_cases i <;> fin_cases j <;>
      simp [spinZ, spinUp] <;> ring

/-- The Hamiltonian does not couple the three `M = 1` states to any other product state. -/
theorem block_decouples (b : ℝ) (p : Fin 4 × Fin 4) (j : Fin 3)
    (hp : ∀ l, p ≠ states l) : hamiltonian b p (states j) = 0 := by
  obtain ⟨i, k⟩ := p
  fin_cases i <;> fin_cases k <;>
    first
    | exact absurd rfl (hp 0)
    | exact absurd rfl (hp 1)
    | exact absurd rfl (hp 2)
    | (fin_cases j <;>
        simp [hamiltonian, states, spinZ, spinUp])

/-- The `M = 1` block at field `b`, written out. -/
theorem block_eq (b : ℝ) :
    block b = !![-3/4 + 3*b/2, √3, 0; √3, 1/4 + b/2, √3; 0, √3, -3/4 - b/2] := by
  ext i j
  fin_cases i <;> fin_cases j <;>
    simp [block, hamiltonian, states, spinZ, spinUp] <;> ring

/-- The block at `b = 1` is the matrix with diagonal `3/4, 3/4, -5/4` and couplings `√3`. -/
theorem block_one : block 1 = !![3/4, √3, 0; √3, 3/4, √3; 0, √3, -5/4] := by
  rw [block_eq]
  norm_num

/-- The value of the rational cubic at a real energy. -/
theorem secular_aeval (x : ℝ) :
    aeval x secular = x ^ 3 - x ^ 2 / 4 - 117/16 * x - 51/64 := by
  simp only [secular, map_sub, map_mul, map_pow, aeval_X, aeval_C, eq_ratCast]
  push_cast
  ring

/-- The cubic `y³ - y² - 117y - 51` has no rational root. -/
theorem no_rational_root (y : ℚ) : y ^ 3 - y ^ 2 - 117 * y - 51 ≠ 0 := by
  intro hy
  have hn : (y.num : ℚ) = y * y.den := (Rat.mul_den_eq_num y).symm
  -- clear denominators
  have hQ : (y.num : ℚ) ^ 3 - (y.num : ℚ) ^ 2 * y.den - 117 * y.num * (y.den : ℚ) ^ 2
      - 51 * (y.den : ℚ) ^ 3 = 0 := by
    rw [hn]
    linear_combination (y.den : ℚ) ^ 3 * hy
  have hZ : y.num ^ 3 - y.num ^ 2 * (y.den : ℤ) - 117 * y.num * (y.den : ℤ) ^ 2
      - 51 * (y.den : ℤ) ^ 3 = 0 := by exact_mod_cast hQ
  -- modulo 5 the only solution is the trivial one
  have key : ∀ a b : ZMod 5, a*a*a - a*a*b - 2*a*b*b - b*b*b = 0 → a = 0 ∧ b = 0 := by
    decide
  have h5 : (5 : ZMod 5) = 0 := by decide
  have hM := congrArg (Int.cast : ℤ → ZMod 5) hZ
  push_cast at hM
  obtain ⟨ha, hb⟩ := key (y.num : ZMod 5) (y.den : ZMod 5) (by
    linear_combination hM + (23 * (y.num : ZMod 5) * (y.den : ZMod 5) ^ 2
      + 10 * (y.den : ZMod 5) ^ 3) * h5)
  have h1 : 5 ∣ y.num.natAbs :=
    Int.natCast_dvd.1 ((CharP.intCast_eq_zero_iff (ZMod 5) 5 y.num).1 ha)
  have h2 : 5 ∣ y.den := (CharP.cast_eq_zero_iff (ZMod 5) 5 y.den).1 hb
  have h := Nat.dvd_gcd h1 h2
  rw [y.reduced.gcd_eq_one] at h
  norm_num at h

/-- The characteristic polynomial of the `M = 1` block of `I·J + J_z` is a cubic with
rational coefficients, and this cubic is irreducible over the rationals. -/
theorem charpoly_rational_irreducible :
    (block 1).charpoly = secular.map (algebraMap ℚ ℝ) ∧ Irreducible secular := by
  constructor
  · apply Polynomial.funext
    intro x
    rw [eval_map_algebraMap, secular_aeval, block_one, Matrix.charpoly, Matrix.det_fin_three]
    have h3 : √(3:ℝ) * √3 = 3 := Real.mul_self_sqrt (by norm_num)
    generalize √(3:ℝ) = s at h3 ⊢
    simp
    linear_combination (-(2 * x + 1/2)) * h3
  · have hd : secular.natDegree = 3 := by
      unfold secular
      compute_degree!
    -- a cubic without roots in the field is irreducible
    rw [Polynomial.irreducible_iff_roots_eq_zero_of_degree_le_three (by omega) (by omega)]
    refine Multiset.eq_zero_of_forall_notMem fun x hx => ?_
    have hr : eval x secular = 0 := (Polynomial.mem_roots'.1 hx).2
    simp only [secular, eval_sub, eval_mul, eval_pow, eval_X, eval_C] at hr
    exact no_rational_root (4 * x) (by linear_combination 64 * hr)

/-- Every eigenvalue of `block 1` has the cubic `secular` as its minimal polynomial over the
rationals. -/
theorem eigenvalue_minpoly (E : ℝ) (v : Fin 3 → ℝ) (hv : v ≠ 0)
    (hE : block 1 *ᵥ v = E • v) : minpoly ℚ E = secular := by
  -- an eigenvector makes the secular determinant vanish
  have h0 : (block 1 - E • (1 : Matrix (Fin 3) (Fin 3) ℝ)).det = 0 :=
    Matrix.exists_mulVec_eq_zero_iff.1
      ⟨v, hv, by rw [Matrix.sub_mulVec, Matrix.smul_mulVec, Matrix.one_mulVec, hE, sub_self]⟩
  have hdet : (block 1 - E • (1 : Matrix (Fin 3) (Fin 3) ℝ)).det
      = -(E ^ 3 - E ^ 2 / 4 - 117/16 * E - 51/64) := by
    rw [block_one, Matrix.det_fin_three]
    have h3 : √(3:ℝ) * √3 = 3 := Real.mul_self_sqrt (by norm_num)
    generalize √(3:ℝ) = s at h3 ⊢
    simp
    linear_combination (2 * E + 1/2) * h3
  have hroot : aeval E secular = 0 := by
    rw [secular_aeval]
    linarith
  have hm : secular.Monic := by
    unfold secular
    monicity!
  exact (minpoly.eq_of_irreducible_of_monic charpoly_rational_irreducible.2 hroot hm).symm

/-- No eigenvalue of `block 1` is a root of a nonzero rational polynomial of degree at most two. -/
theorem eigenvalue_not_quadratic (E : ℝ) (v : Fin 3 → ℝ) (hv : v ≠ 0)
    (hE : block 1 *ᵥ v = E • v) (Q : ℚ[X]) (hQ : Q ≠ 0) (hdeg : Q.natDegree ≤ 2) :
    aeval E Q ≠ 0 := by
  intro h
  have hd : secular.natDegree = 3 := by
    unfold secular
    compute_degree!
  have hle := Polynomial.natDegree_le_of_dvd (minpoly.dvd ℚ E h) hQ
  rw [eigenvalue_minpoly E v hv hE] at hle
  omega

/-- No eigenvalue `E` of `block 1` has the Breit-Rabi form `p ± √r` with rational `p` and `r`: the
equation `(E - p)² = r` never holds. -/
theorem eigenvalue_not_breit_rabi (E : ℝ) (v : Fin 3 → ℝ) (hv : v ≠ 0)
    (hE : block 1 *ᵥ v = E • v) (p r : ℚ) : (E - p) ^ 2 ≠ r := by
  intro h
  have hd : (X ^ 2 - C (2 * p) * X + C (p ^ 2 - r) : ℚ[X]).natDegree = 2 := by
    compute_degree!
  refine eigenvalue_not_quadratic E v hv hE (X ^ 2 - C (2 * p) * X + C (p ^ 2 - r)) ?_ hd.le ?_
  · intro hz
    rw [hz] at hd
    simp at hd
  · simp only [map_add, map_sub, map_mul, map_pow, aeval_X, aeval_C, eq_ratCast]
    push_cast
    linear_combination h

end

end HyperfineCubicBlock
```

```lean
#print axioms HyperfineCubicBlock.spin_commutation
#print axioms HyperfineCubicBlock.block_decouples
#print axioms HyperfineCubicBlock.charpoly_rational_irreducible
#print axioms HyperfineCubicBlock.eigenvalue_not_breit_rabi
```

```
'HyperfineCubicBlock.spin_commutation' depends on axioms: [propext, Classical.choice, Quot.sound]
'HyperfineCubicBlock.block_decouples' depends on axioms: [propext, Classical.choice, Quot.sound]
'HyperfineCubicBlock.charpoly_rational_irreducible' depends on axioms: [propext, Classical.choice, Quot.sound]
'HyperfineCubicBlock.eigenvalue_not_breit_rabi' depends on axioms: [propext, Classical.choice, Quot.sound]
```

## How the model is tied to the matrix

`spin_commutation` verifies [S₊, S₋] = 2S_z and [S_z, S₊] = S₊ entry by entry, which guards against a matrix element of the wrong size in the spin operators. A reversed sign in S₊ would pass, but it amounts to a change of sign of some basis states and leaves the levels unchanged. `block_decouples` runs through the sixteen product states. Three of them are excluded by the hypothesis `hp`, and for each of the others the matrix elements to the M = 1 states are evaluated to zero. An eigenvector of the block, extended by zeros, is thus an eigenvector of the whole Hamiltonian.

`block_eq` computes the nine entries for arbitrary b, and `block_one` sets b = 1.

## How the arithmetic and the algebra are checked

`no_rational_root` starts from the numerator and denominator of `y`, which Lean stores in lowest terms. The steps `hQ` and `hZ` clear denominators and pass from rational numbers to integers. The statement `key` says that the homogeneous congruence modulo 5 has only the trivial solution; `decide` checks all 25 pairs, which replaces the division by d above. The following `linear_combination` reduces 117 and 51 modulo 5 by adding multiples of 5 = 0. The last lines turn the two vanishing residues into divisibility by 5 and contradict `y.reduced`.

In `charpoly_rational_irreducible`, the two real polynomials are shown to be equal by comparing their values at every real x. The tactic `generalize` replaces √3 by a letter s of which only s·s = 3 is kept. The coefficient −(2x + 1/2) in the `linear_combination` is −(d₁ + d₃), the factor that multiplies s² in the determinant. For irreducibility, Mathlib's criterion for polynomials of degree two or three reduces the claim to the absence of roots, and a root x is passed to `no_rational_root` as 4x, with the factor 64 from the change of variable.

`eigenvalue_minpoly` uses the fact that a matrix has zero determinant exactly when it sends some nonzero vector to zero. Lean works there with det(H − E), which for a 3×3 matrix is minus the characteristic polynomial at E; this accounts for the sign in `hdet`. Once E is known to be a root, `minpoly.eq_of_irreducible_of_monic` identifies the minimal polynomial.

`eigenvalue_not_quadratic` compares degrees: the minimal polynomial, of degree three, would divide a nonzero `Q` of degree at most two. `eigenvalue_not_breit_rabi` applies this to x² − 2px + p² − r. It computes the degree of that polynomial, which also shows that the polynomial is nonzero, and rewrites (E − p)² = r as the statement that E is a root.
